# Nearest-neighbour broken-bond surface energies of the fcc (100), (111) and (110) faces

In the nearest-neighbour broken-bond model of an fcc crystal, the surface energy of a face with unit normal n is taken, up to a constant factor, as half the sum of |n · v| over the twelve nearest-neighbour vectors v. With v measured in units of half the cube edge, `surfaceEnergy_facets` states that this sum gives 4 for the (100) face, 2√3 for (111) and 3√2 for (110). The proof evaluates the (100) case directly from the six-term formula `surfaceEnergy_eq`. For the other two it first finds the value 6 at the unnormalised vectors (1, 1, 1) and (1, 1, 0), then divides by their lengths √3 and √2 using `surfaceEnergy_smul`.

The first attempt, which Lean rejects:

```lean
import Mathlib

open Matrix

namespace FccWulffShape

noncomputable section

/-- The twelve nearest-neighbour vectors of the fcc lattice, in units of half the cube edge. -/
def fccBonds : List (Fin 3 → ℝ) :=
  [![1, 1, 0], ![1, -1, 0], ![1, 0, 1], ![1, 0, -1], ![0, 1, 1], ![0, 1, -1],
   -![1, 1, 0], -![1, -1, 0], -![1, 0, 1], -![1, 0, -1], -![0, 1, 1], -![0, 1, -1]]

/-- The broken-bond surface energy: half the sum of `|n · v|` over the fcc neighbour vectors. -/
def surfaceEnergy (n : Fin 3 → ℝ) : ℝ := (1 / 2) * (fccBonds.map fun v => |n ⬝ᵥ v|).sum

/-- The scalar product in Cartesian components. -/
theorem dot_components (x n : Fin 3 → ℝ) : x ⬝ᵥ n = x 0 * n 0 + x 1 * n 1 + x 2 * n 2 := by
  simp [dotProduct, Fin.sum_univ_three]

/-- The surface energy as a sum over the six pairs of opposite bonds. -/
theorem surfaceEnergy_eq (n : Fin 3 → ℝ) : surfaceEnergy n =
    |n 0 + n 1| + |n 0 - n 1| + |n 0 + n 2| + |n 0 - n 2| + |n 1 + n 2| + |n 1 - n 2| := by
  have e : ∀ p q r : ℝ, n ⬝ᵥ ![p, q, r] = n 0 * p + n 1 * q + n 2 * r :=
    fun p q r => dot_components n _
  simp only [surfaceEnergy, fccBonds, List.map_cons, List.map_nil, List.sum_cons,
    List.sum_nil, dotProduct_neg, abs_neg, e]
  simp only [mul_one, mul_zero, add_zero, zero_add, mul_neg, ← sub_eq_add_neg]
  ring

/-- Rescaling the normal by `c` rescales the surface energy by `|c|`. -/
theorem surfaceEnergy_smul (c : ℝ) (n : Fin 3 → ℝ) :
    surfaceEnergy (c • n) = |c| * surfaceEnergy n := by
  simp only [surfaceEnergy_eq, Pi.smul_apply, smul_eq_mul, ← mul_add, ← mul_sub, abs_mul]

/-- The surface energies of the (100), (111) and (110) faces are `4`, `2√3` and `3√2`. -/
theorem surfaceEnergy_facets : surfaceEnergy ![1, 0, 0] = 4 ∧
    surfaceEnergy ((√3)⁻¹ • ![1, 1, 1]) = 2 * √3 ∧
    surfaceEnergy ((√2)⁻¹ • ![1, 1, 0]) = 3 * √2 := by
  have h3 : 0 < √3 := Real.sqrt_pos.2 (by norm_num)
  have h2 : 0 < √2 := Real.sqrt_pos.2 (by norm_num)
  have e3 : √3 * √3 = 3 := Real.mul_self_sqrt (by norm_num)
  have e2 : √2 * √2 = 2 := Real.mul_self_sqrt (by norm_num)
  have g3 : surfaceEnergy ![1, 1, 1] = 6 := by norm_num [surfaceEnergy_eq]
  have g2 : surfaceEnergy ![1, 1, 0] = 6 := by norm_num [surfaceEnergy_eq]
  refine ⟨by norm_num [surfaceEnergy_eq], ?_, ?_⟩
  · rw [surfaceEnergy_smul, abs_of_pos (inv_pos.2 h3), g3, inv_mul_eq_iff_eq_mul₀ h3.ne']
    linear_combination (-2) * e3
  · rw [surfaceEnergy_smul, abs_of_pos (inv_pos.2 h2), g2, inv_mul_eq_iff_eq_mul₀ h2.ne']
    linear_combination (-3) * e2

end

end FccWulffShape
```

The compiler's answer:

```
Main.lean:44:44: error: unsolved goals
h3 : 0 < √3
h2 : 0 < √2
e3 : √3 * √3 = 3
e2 : √2 * √2 = 2
⊢ 2 + |1 + ![1, 1, 1] 2| + |1 - ![1, 1, 1] 2| + |1 + ![1, 1, 1] 2| + |1 - ![1, 1, 1] 2| = 6
Main.lean:45:44: error: unsolved goals
h3 : 0 < √3
h2 : 0 < √2
e3 : √3 * √3 = 3
e2 : √2 * √2 = 2
g3 : surfaceEnergy ![1, 1, 1] = 6
⊢ 2 + |1 + ![1, 1, 0] 2| + |1 - ![1, 1, 0] 2| + |1 + ![1, 1, 0] 2| + |1 - ![1, 1, 0] 2| = 6
Main.lean:46:10: error: unsolved goals
h3 : 0 < √3
h2 : 0 < √2
e3 : √3 * √3 = 3
e2 : √2 * √2 = 2
g3 : surfaceEnergy ![1, 1, 1] = 6
g2 : surfaceEnergy ![1, 1, 0] = 6
⊢ 2 + |1 + ![1, 0, 0] 2| + |1 - ![1, 0, 0] 2| + |![1, 0, 0] 2| + |![1, 0, 0] 2| = 4
```

Diagnosis. All three errors are the same failure. Rewriting with `surfaceEnergy_eq` produces the entries of a concrete vector, such as `![1, 1, 1] 0`, `![1, 1, 1] 1` and `![1, 1, 1] 2`. The remaining goals show that `norm_num` evaluated the entries at 0 and 1 but left the one at 2 as it stood. The absolute values containing that entry could not be computed, so the equations with 6, 6 and 4 stayed open, though all are true.

The repair adds `e`, which states the six-term formula for a general vector `![p, q, r]` directly in terms of `p`, `q` and `r`. Its proof is just `surfaceEnergy_eq _`, which Lean accepts because `![p, q, r] 2` is `r` by definition, and likewise for the other entries. After `rw [e]` each goal contains only numbers, with no vector entries left to look up, and `norm_num` finishes the arithmetic. The three changed calls all use `e` in this way.

After these edits no error is left:

```diff
@@ -42,7 +42,10 @@
   have e3 : √3 * √3 = 3 := Real.mul_self_sqrt (by norm_num)
   have e2 : √2 * √2 = 2 := Real.mul_self_sqrt (by norm_num)
-  have g3 : surfaceEnergy ![1, 1, 1] = 6 := by norm_num [surfaceEnergy_eq]
-  have g2 : surfaceEnergy ![1, 1, 0] = 6 := by norm_num [surfaceEnergy_eq]
-  refine ⟨by norm_num [surfaceEnergy_eq], ?_, ?_⟩
+  have e : ∀ p q r : ℝ, surfaceEnergy ![p, q, r] =
+      |p + q| + |p - q| + |p + r| + |p - r| + |q + r| + |q - r| :=
+    fun p q r => surfaceEnergy_eq _
+  have g3 : surfaceEnergy ![1, 1, 1] = 6 := by rw [e]; norm_num
+  have g2 : surfaceEnergy ![1, 1, 0] = 6 := by rw [e]; norm_num
+  refine ⟨by rw [e]; norm_num, ?_, ?_⟩
   · rw [surfaceEnergy_smul, abs_of_pos (inv_pos.2 h3), g3, inv_mul_eq_iff_eq_mul₀ h3.ne']
     linear_combination (-2) * e3
```
